# Near zero energy, the self-energy of a coupled finite hopping chain vanishes for even length and diverges for odd length

A site in a transport calculation is attached to a metallic lead, and the lead is truncated to a cluster of N sites. The site feels the cluster through an energy-dependent self-energy S(E), which is added to its level. At the band centre, E = 0, does it matter whether the cluster has an even or an odd number of sites?

For a uniform non-interacting chain with hopping t ≠ 0, coupled by v through its end site, it does:

S(E) → 0 for even N,
E S(E) → 2v²/(N+1) for odd N,

as E → 0 through nonzero real values. A semi-infinite lead has no such parity, so the alternation is an artefact of truncation.

```lean
import Mathlib

open Matrix Filter Topology

namespace FiniteLeadSelfEnergy

noncomputable section
```

## The chain and its self-energy

Sites are numbered 0, …, N−1, as in Lean's `Fin N`. The site energies are zero, and H has the entry t between nearest neighbours:

H_ij = t if |i − j| = 1, and 0 otherwise.

```lean
/-- Hamiltonian of an open chain of `N` sites with zero site energies and
nearest-neighbour hopping `t`. -/
def leadHamiltonian (N : ℕ) (t : ℝ) : Matrix (Fin N) (Fin N) ℝ :=
  Matrix.of fun i j =>
    (if (j : ℕ) = i + 1 then t else 0) + (if (i : ℕ) = j + 1 then t else 0)
```

The isolated lead at energy E is governed by E − H. Here E is real, with no imaginary broadening.

```lean
/-- The matrix `E - H` of the isolated lead. -/
def secular (N : ℕ) (t E : ℝ) : Matrix (Fin N) (Fin N) ℝ :=
  E • (1 : Matrix (Fin N) (Fin N) ℝ) - leadHamiltonian N t
```

The coupling enters twice, once into the lead and once back out:

S(E) = v² [(E − H)⁻¹]₀₀.

The code comments count sites from one and write this entry as ₁₁. The argument `hN` guarantees that the first site exists.

```lean
/-- Self-energy `v² [(E - H)⁻¹]₁₁` of a lead coupled by `v` through its first site,
for energies `E` at which `E - H` is invertible. -/
def selfEnergy {N : ℕ} (hN : 0 < N) (t v E : ℝ) : ℝ :=
  v ^ 2 * (secular N t E)⁻¹ ⟨0, hN⟩ ⟨0, hN⟩
```

The inverse will be expressed through polynomials that follow the chain site by site:

p₀ = 1, p₁ = E, pₙ₊₂ = E pₙ₊₁ − t² pₙ.

```lean
/-- The chain polynomials `p₀ = 1`, `p₁ = E`, `pₙ₊₂ = E pₙ₊₁ - t² pₙ`. -/
def chainPoly (t E : ℝ) : ℕ → ℝ
  | 0 => 1
  | 1 => E
  | n + 2 => E * chainPoly t E (n + 1) - t ^ 2 * chainPoly t E n
```

## When E − H is invertible

Acting on amplitudes f, the matrix gives

((E − H)f)ᵢ = E fᵢ − t fᵢ₊₁ − t fᵢ₋₁,

where a neighbour beyond either end is omitted. In the proof, `h1` and `h2` collapse the sums over the right and left neighbours to single terms.

```lean
/-- `E - H` acts on amplitudes by multiplication by `E`, minus hopping from the neighbours that
exist. -/
theorem secular_mulVec (N : ℕ) (t E : ℝ) (f : ℕ → ℝ) (i : Fin N) :
    (secular N t E *ᵥ fun j : Fin N => f j) i =
      E * f i - t * (if (i : ℕ) + 1 < N then f (i + 1) else 0)
        - t * (if 0 < (i : ℕ) then f (i - 1) else 0) := by
  have h1 : ∑ j : Fin N, (if (j : ℕ) = i + 1 then t else 0) * f j =
      t * (if (i : ℕ) + 1 < N then f (i + 1) else 0) := by
    rw [Fin.sum_univ_eq_sum_range (fun j => (if j = (i : ℕ) + 1 then t else 0) * f j) N]
    simp only [ite_mul, zero_mul, Finset.sum_ite_eq', Finset.mem_range, mul_ite, mul_zero]
  have h2 : ∑ j : Fin N, (if (i : ℕ) = j + 1 then t else 0) * f j =
      t * (if 0 < (i : ℕ) then f (i - 1) else 0) := by
    rw [Fin.sum_univ_eq_sum_range (fun j => (if (i : ℕ) = j + 1 then t else 0) * f j) N]
    obtain ⟨i, hi⟩ := i
    cases i with
    | zero => simp
    | succ k =>
      have hk : k < N := by omega
      simp [ite_mul, Finset.sum_ite_eq, hk]
  have h3 : (leadHamiltonian N t *ᵥ fun j : Fin N => f j) i =
      t * (if (i : ℕ) + 1 < N then f (i + 1) else 0)
        + t * (if 0 < (i : ℕ) then f (i - 1) else 0) := by
    simp only [Matrix.mulVec, dotProduct, leadHamiltonian, Matrix.of_apply, add_mul,
      Finset.sum_add_distrib]
    rw [h1, h2]
  rw [secular, Matrix.sub_mulVec, Matrix.smul_mulVec, Matrix.one_mulVec, Pi.sub_apply,
    Pi.smul_apply, smul_eq_mul, h3]
  ring
```

Suppose that (E − H)f = 0, and set f_N = 0 beyond the last site. Row 0 gives t f₁ = E f₀. Multiplying row k+1 by tᵏ⁺¹ gives

tᵏ⁺² fₖ₊₂ = E tᵏ⁺¹ fₖ₊₁ − t² tᵏ fₖ.

This is the recursion for p, so by induction tᵏ fₖ = pₖ f₀. At k = N the left side is zero. If p_N ≠ 0, then f₀ = 0, and since t ≠ 0 every amplitude vanishes. Hence E − H has no null vector and its determinant is nonzero.

The induction `hrec` carries two consecutive sites at once, because the recursion reaches back two steps.

```lean
/-- For nonzero hopping, `E - H` is invertible at every energy where `p_N(E) ≠ 0`. -/
theorem secular_det_ne_zero {N : ℕ} {t E : ℝ} (ht : t ≠ 0) (hp : chainPoly t E N ≠ 0) :
    (secular N t E).det ≠ 0 := by
  intro hdet
  obtain ⟨y, hy0, hy⟩ := Matrix.exists_mulVec_eq_zero_iff.mpr hdet
  -- extend the null vector by zero beyond the last site
  obtain ⟨f, hf, hfN⟩ : ∃ f : ℕ → ℝ, (∀ j : Fin N, f j = y j) ∧ f N = 0 :=
    ⟨fun k => if h : k < N then y ⟨k, h⟩ else 0, fun j => by simp, by simp⟩
  have hyf : y = fun j : Fin N => f j := funext fun j => (hf j).symm
  have row : ∀ k, k < N →
      E * f k - t * f (k + 1) - t * (if 0 < k then f (k - 1) else 0) = 0 := by
    intro k hk
    have h := congrFun hy ⟨k, hk⟩
    rw [hyf, secular_mulVec] at h
    have h' : E * f k - t * (if k + 1 < N then f (k + 1) else 0)
        - t * (if 0 < k then f (k - 1) else 0) = 0 := h
    have hlast : (if k + 1 < N then f (k + 1) else 0) = f (k + 1) := by
      split_ifs with h1
      · rfl
      · rw [show k + 1 = N by omega, hfN]
    rwa [hlast] at h'
  -- the first amplitude determines all the others
  have hrec : ∀ k, (k ≤ N → t ^ k * f k = chainPoly t E k * f 0) ∧
      (k + 1 ≤ N → t ^ (k + 1) * f (k + 1) = chainPoly t E (k + 1) * f 0) := by
    intro k
    induction k with
    | zero =>
      refine ⟨fun _ => by simp [chainPoly], fun h => ?_⟩
      have r := row 0 (by omega)
      rw [if_neg (lt_irrefl (0 : ℕ))] at r
      simp only [chainPoly, zero_add, pow_one] at r ⊢
      linarith
    | succ k ih =>
      refine ⟨ih.2, fun h => ?_⟩
      have r := row (k + 1) (by omega)
      have a := ih.1 (by omega)
      have b := ih.2 (by omega)
      rw [if_pos (by omega : 0 < k + 1), Nat.add_sub_cancel] at r
      have hr : chainPoly t E (k + 1 + 1) =
        E * chainPoly t E (k + 1) - t ^ 2 * chainPoly t E k := rfl
      rw [hr]
      linear_combination (-t ^ (k + 1)) * r + E * b - t ^ 2 * a
  have h0 : f 0 = 0 := by
    have h := (hrec N).1 le_rfl
    rw [hfN, mul_zero] at h
    exact (mul_eq_zero.mp h.symm).resolve_left hp
  apply hy0
  funext j
  have h := (hrec j).1 j.isLt.le
  rw [h0, mul_zero, hf] at h
  exact (mul_eq_zero.mp h).resolve_left (pow_ne_zero _ ht)
```

## Eliminating the lead

If a source c acts on the first site only, (E − H)φ = c e₀, then applying the inverse gives

φ₀ = [(E − H)⁻¹]₀₀ c.

```lean
/-- If `E - H` is invertible, a source `c` on the first site produces there the
amplitude `[(E - H)⁻¹]₁₁ c`. -/
theorem surface_response {N : ℕ} (hN : 0 < N) {t E c : ℝ}
    (hdet : (secular N t E).det ≠ 0) (φ : Fin N → ℝ)
    (h : secular N t E *ᵥ φ = fun j : Fin N => if (j : ℕ) = 0 then c else 0) :
    φ ⟨0, hN⟩ = (secular N t E)⁻¹ ⟨0, hN⟩ ⟨0, hN⟩ * c := by
  have h1 : (secular N t E)⁻¹ *ᵥ (secular N t E *ᵥ φ) = φ := by
    rw [Matrix.mulVec_mulVec, Matrix.nonsing_inv_mul _ (isUnit_iff_ne_zero.mpr hdet),
      Matrix.one_mulVec]
  rw [h] at h1
  rw [← congrFun h1 ⟨0, hN⟩]
  simp only [Matrix.mulVec, dotProduct]
  rw [Finset.sum_eq_single (⟨0, hN⟩ : Fin N)]
  · simp
  · intro b _ hb
    rw [if_neg (fun h => hb (Fin.ext h)), mul_zero]
  · exact fun h => absurd (Finset.mem_univ _) h
```

Now attach a site with energy ε, amplitude ψ and source s. The coupled equations are

(E − H)φ = vψ e₀,
(E − ε)ψ − vφ₀ = s.

The first gives φ₀ = [(E − H)⁻¹]₀₀ vψ, and inserting this in the second gives

(E − ε − S(E))ψ = s.

This justifies the definition of S: it is what remains of the lead once its amplitudes are eliminated.

```lean
/-- Eliminating the lead amplitudes `φ` from the equations of a site with energy `ε`,
amplitude `ψ` and source `s` adds the self-energy to `ε`, if `E - H` is invertible. -/
theorem eliminate_lead {N : ℕ} (hN : 0 < N) {t v E ε ψ s : ℝ}
    (hdet : (secular N t E).det ≠ 0) (φ : Fin N → ℝ)
    (hlead : secular N t E *ᵥ φ = fun j : Fin N => if (j : ℕ) = 0 then v * ψ else 0)
    (hsite : (E - ε) * ψ - v * φ ⟨0, hN⟩ = s) :
    (E - ε - selfEnergy hN t v E) * ψ = s := by
  rw [surface_response hN hdet φ hlead] at hsite
  rw [selfEnergy, ← hsite]
  ring
```

## The self-energy as a ratio of polynomials

For a unit source on site 0, try

fₖ = tᵏ p_{N−1−k} / p_N.

Row 0 gives (E p_{N−1} − t² p_{N−2})/p_N = 1. Row i ≥ 1 gives

tⁱ (E p_{N−1−i} − t² p_{N−2−i} − p_{N−i}) / p_N = 0.

At the last site the t² term is absent, and E p₀ = p₁ takes the place of the recursion; for N = 1 this already happens in row 0. Reading off f₀,

S = v² p_{N−1} / p_N.

The lemma `hstep` treats the interior and the last site together.

```lean
/-- For nonzero hopping and `p_N(E) ≠ 0`, the self-energy is `v² p_{N-1}(E) / p_N(E)`. -/
theorem selfEnergy_eq {N : ℕ} (hN : 0 < N) {t E : ℝ} (v : ℝ) (ht : t ≠ 0)
    (hp : chainPoly t E N ≠ 0) :
    selfEnergy hN t v E = v ^ 2 * (chainPoly t E (N - 1) / chainPoly t E N) := by
  have hstep : ∀ i, i < N → E * chainPoly t E (N - 1 - i)
      - t ^ 2 * (if i + 1 < N then chainPoly t E (N - 1 - (i + 1)) else 0)
      = chainPoly t E (N - i) := by
    intro i hi
    split_ifs with h
    · rw [show N - 1 - i = (N - i - 2) + 1 by omega,
        show N - 1 - (i + 1) = N - i - 2 by omega]
      conv_rhs => rw [show N - i = (N - i - 2) + 2 by omega]
      rfl
    · rw [show N - 1 - i = 0 by omega, show N - i = 1 by omega]
      simp [chainPoly]
  -- explicit response of the chain to a unit source on its first site
  obtain ⟨f, hf0, hrow⟩ : ∃ f : ℕ → ℝ, f 0 = chainPoly t E (N - 1) / chainPoly t E N ∧
      ∀ i, i < N → E * f i - t * (if i + 1 < N then f (i + 1) else 0)
        - t * (if 0 < i then f (i - 1) else 0) = if i = 0 then 1 else 0 := by
    refine ⟨fun k => t ^ k * chainPoly t E (N - 1 - k) / chainPoly t E N, by simp,
      fun i hi => ?_⟩
    beta_reduce
    have s := hstep i hi
    have e : (if i + 1 < N then
        t ^ (i + 1) * chainPoly t E (N - 1 - (i + 1)) / chainPoly t E N else 0) =
        t ^ (i + 1) * (if i + 1 < N then chainPoly t E (N - 1 - (i + 1)) else 0)
          / chainPoly t E N := by
      split_ifs <;> simp
    rw [e]
    cases i with
    | zero =>
      rw [Nat.sub_zero N] at s
      rw [if_neg (lt_irrefl (0 : ℕ)), if_pos (rfl : (0 : ℕ) = 0)]
      linear_combination (1 / chainPoly t E N) * s + div_self hp
    | succ k =>
      rw [if_pos (by omega : 0 < k + 1), if_neg (by omega : ¬ k + 1 = 0),
        Nat.add_sub_cancel, show N - 1 - k = N - (k + 1) by omega]
      linear_combination (t ^ (k + 1) / chainPoly t E N) * s
  have h := surface_response hN (c := 1) (secular_det_ne_zero ht hp) (fun j => f j)
    (funext fun i => (secular_mulVec N t E f i).trans (hrow i i.isLt))
  rw [mul_one] at h
  rw [selfEnergy, ← h, ← hf0]
```

## Parity at zero energy

Each pₙ is continuous in E, by induction along its recursion.

```lean
/-- The chain polynomials are continuous in the energy. -/
theorem continuous_chainPoly (t : ℝ) : ∀ n, Continuous fun E => chainPoly t E n
  | 0 => by simp only [chainPoly]; exact continuous_const
  | 1 => by simp only [chainPoly]; exact continuous_id
  | n + 2 => by
    simp only [chainPoly]
    exact (continuous_id.mul (continuous_chainPoly t (n + 1))).sub
      (continuous_const.mul (continuous_chainPoly t n))
```

At E = 0 the recursion reduces to p₂ₘ₊₂(0) = −t² p₂ₘ(0), so

p₂ₘ(0) = (−t²)ᵐ.

Odd polynomials carry a factor E. Writing p₂ₘ₊₁ = E qₘ, with q₀ = 1, gives

p₂ₘ₊₃ = E (p₂ₘ₊₂ − t² qₘ) = E qₘ₊₁,
qₘ₊₁(0) = (−t²)ᵐ⁺¹ + (m+1)(−t²)ᵐ⁺¹ = (m+2)(−t²)ᵐ⁺¹.

Hence qₘ(0) = (m+1)(−t²)ᵐ.

```lean
/-- At zero energy `p₂ₘ` equals `(-t²)ᵐ`, while `p₂ₘ₊₁(E) = E q(E)` with `q` continuous
and `q(0) = (m+1)(-t²)ᵐ`. -/
theorem chainPoly_parity (t : ℝ) (m : ℕ) :
    chainPoly t 0 (2 * m) = (-t ^ 2) ^ m ∧
    ∃ q : ℝ → ℝ, Continuous q ∧ q 0 = (m + 1) * (-t ^ 2) ^ m ∧
      ∀ E, chainPoly t E (2 * m + 1) = E * q E := by
  induction m with
  | zero =>
    exact ⟨by simp [chainPoly], fun _ => 1, continuous_const, by simp,
      fun E => by simp [chainPoly]⟩
  | succ m ih =>
    obtain ⟨h0, q, hq, hq0, hE⟩ := ih
    have heven : chainPoly t 0 (2 * (m + 1)) = (-t ^ 2) ^ (m + 1) := by
      have hr : chainPoly t 0 (2 * (m + 1)) =
        0 * chainPoly t 0 (2 * m + 1) - t ^ 2 * chainPoly t 0 (2 * m) := rfl
      rw [hr, h0]
      ring
    refine ⟨heven, fun E => chainPoly t E (2 * (m + 1)) - t ^ 2 * q E,
      (continuous_chainPoly t _).sub (continuous_const.mul hq), ?_, fun E => ?_⟩
    · simp only [heven, hq0]
      push_cast
      ring
    · have hr : chainPoly t E (2 * (m + 1) + 1) =
        E * chainPoly t E (2 * (m + 1)) - t ^ 2 * chainPoly t E (2 * m + 1) := rfl
      rw [hr, hE]
      ring
```

Since t ≠ 0, neither p₂ₘ(0) nor qₘ(0) vanishes. By continuity p_N has no zero at small nonzero E. The filter `𝓝[≠] 0` expresses exactly this: near zero, with zero itself excluded.

```lean
/-- For nonzero hopping, `p_N` has no zeros at sufficiently small nonzero energies. -/
theorem chainPoly_ne_zero_near (N : ℕ) {t : ℝ} (ht : t ≠ 0) :
    ∀ᶠ E in 𝓝[≠] (0 : ℝ), chainPoly t E N ≠ 0 := by
  have ha : ∀ m : ℕ, (-t ^ 2) ^ m ≠ 0 := fun m =>
    pow_ne_zero _ (neg_ne_zero.mpr (pow_ne_zero _ ht))
  obtain ⟨m, rfl | rfl⟩ := Nat.even_or_odd' N
  · have h : chainPoly t 0 (2 * m) ≠ 0 := by
      rw [(chainPoly_parity t m).1]
      exact ha m
    exact ((continuous_chainPoly t _).continuousAt.eventually_ne h).filter_mono
      nhdsWithin_le_nhds
  · obtain ⟨-, q, hq, hq0, hE⟩ := chainPoly_parity t m
    have h : q 0 ≠ 0 := by
      rw [hq0]
      exact mul_ne_zero (by positivity) (ha m)
    filter_upwards [(hq.continuousAt.eventually_ne h).filter_mono nhdsWithin_le_nhds,
      self_mem_nhdsWithin] with E h1 h2
    rw [hE]
    exact mul_ne_zero h2 h1
```

## The two limits

For even N, the numerator p_{N−1} vanishes at E = 0 and the denominator does not, so S → 0. For odd N = 2m+1, the factor E cancels:

E S = v² p₂ₘ / qₘ → v²/(m+1) = 2v²/(N+1).

The theorem states three things for every N ≥ 1, t ≠ 0 and real v: E − H is eventually invertible, and the two limits hold for their parities. In the proof, `congr'` carries each limit from the polynomial ratio to S itself.

The smallest leads show both behaviours: N = 1 gives S = v²/E, and N = 2 gives S = v²E/(E² − t²). Without hopping the even case fails: for N = 2, t = 0 and v ≠ 0, the second site is disconnected and S = v²/E diverges.

```lean
/-- Parity artefact of a finite lead with nonzero hopping: as nonzero `E` tends to `0`,
`E - H` is eventually invertible, `S(E) → 0` for even `N`, and
`E S(E) → 2v²/(N+1)` for odd `N`. -/
theorem selfEnergy_parity {N : ℕ} (hN : 0 < N) {t : ℝ} (ht : t ≠ 0) (v : ℝ) :
    (∀ᶠ E in 𝓝[≠] (0 : ℝ), (secular N t E).det ≠ 0) ∧
    (Even N → Tendsto (fun E => selfEnergy hN t v E) (𝓝[≠] 0) (𝓝 0)) ∧
    (Odd N → Tendsto (fun E => E * selfEnergy hN t v E) (𝓝[≠] 0)
      (𝓝 (2 * v ^ 2 / ((N : ℝ) + 1)))) := by
  have hne := chainPoly_ne_zero_near N ht
  have ha : ∀ m : ℕ, (-t ^ 2) ^ m ≠ 0 := fun m =>
    pow_ne_zero _ (neg_ne_zero.mpr (pow_ne_zero _ ht))
  refine ⟨hne.mono fun E h => secular_det_ne_zero ht h, fun he => ?_, fun ho => ?_⟩
  · -- even: the numerator vanishes at zero energy, the denominator does not
    obtain ⟨m, hm⟩ := he.two_dvd
    obtain ⟨k, rfl⟩ : ∃ k, m = k + 1 := ⟨m - 1, by omega⟩
    have hden : chainPoly t 0 N ≠ 0 := by
      rw [hm, (chainPoly_parity t (k + 1)).1]
      exact ha _
    have hnum : chainPoly t 0 (N - 1) = 0 := by
      obtain ⟨-, q, -, -, hE⟩ := chainPoly_parity t k
      rw [show N - 1 = 2 * k + 1 by omega, hE, zero_mul]
    have lim := (((continuous_chainPoly t (N - 1)).tendsto 0).div
      ((continuous_chainPoly t N).tendsto 0) hden).const_mul (v ^ 2)
    simp only [hnum, zero_div, mul_zero] at lim
    refine (lim.mono_left nhdsWithin_le_nhds).congr' ?_
    filter_upwards [hne] with E h
    exact (selfEnergy_eq hN v ht h).symm
  · -- odd: the simple zero of the denominator cancels against the factor E
    obtain ⟨m, rfl⟩ := ho
    obtain ⟨h0, q, hq, hq0, hE⟩ := chainPoly_parity t m
    have hm : (m : ℝ) + 1 ≠ 0 := by positivity
    have hM : ((2 * m + 1 : ℕ) : ℝ) + 1 ≠ 0 := by positivity
    have hden : q 0 ≠ 0 := by
      rw [hq0]
      exact mul_ne_zero hm (ha m)
    have lim := (((continuous_chainPoly t (2 * m)).tendsto 0).div
      (hq.tendsto 0) hden).const_mul (v ^ 2)
    have hval : v ^ 2 * (chainPoly t 0 (2 * m) / q 0) =
        2 * v ^ 2 / (((2 * m + 1 : ℕ) : ℝ) + 1) := by
      rw [h0, hq0, ← mul_div_assoc, div_eq_div_iff (mul_ne_zero hm (ha m)) hM]
      push_cast
      ring
    rw [← hval]
    refine (lim.mono_left nhdsWithin_le_nhds).congr' ?_
    filter_upwards [hne, self_mem_nhdsWithin] with E h hE0
    have hE1 : E ≠ 0 := hE0
    have hqE : q E ≠ 0 := fun h' => h (by rw [hE, h', mul_zero])
    rw [selfEnergy_eq hN v ht h, hE, Nat.add_sub_cancel]
    change v ^ 2 * (chainPoly t E (2 * m) / q E) = _
    field_simp
```

For odd N and v ≠ 0, write |S| = |E S| · |E|⁻¹. The first factor tends to a positive number and the second to infinity, so |S| grows without bound.

```lean
/-- For odd `N`, nonzero hopping and nonzero coupling, the magnitude of the self-energy
grows without bound as nonzero `E` tends to `0`. -/
theorem selfEnergy_diverges_of_odd {N : ℕ} (hN : 0 < N) {t v : ℝ} (ht : t ≠ 0)
    (hv : v ≠ 0) (ho : Odd N) :
    Tendsto (fun E => |selfEnergy hN t v E|) (𝓝[≠] 0) atTop := by
  have h := ((selfEnergy_parity hN ht v).2.2 ho).abs
  have hpos : 0 < |2 * v ^ 2 / ((N : ℝ) + 1)| := abs_pos.mpr (by positivity)
  have habs : Tendsto (fun E : ℝ => |E|) (𝓝[≠] 0) (𝓝[>] 0) := by
    refine tendsto_nhdsWithin_iff.mpr ⟨?_, ?_⟩
    · have h0 : Tendsto (fun E : ℝ => |E|) (𝓝 0) (𝓝 0) := by
        simpa using (continuous_abs.tendsto (0 : ℝ))
      exact h0.mono_left nhdsWithin_le_nhds
    · filter_upwards [self_mem_nhdsWithin] with E hE
      exact abs_pos.mpr hE
  refine (h.pos_mul_atTop hpos (tendsto_inv_nhdsGT_zero.comp habs)).congr' ?_
  filter_upwards [self_mem_nhdsWithin] with E hE
  have hE1 : |E| ≠ 0 := abs_ne_zero.mpr hE
  change |E * selfEnergy hN t v E| * |E|⁻¹ = _
  rw [abs_mul, mul_comm |E|, mul_assoc, mul_inv_cancel₀ hE1, mul_one]

end

end FiniteLeadSelfEnergy
```

In this non-interacting, unbroadened model, adding one site to the lead therefore switches the self-energy near E = 0 between vanishing and divergent, which is a reason to compare both parities when a small cluster stands in for a lead.

```lean
#print axioms FiniteLeadSelfEnergy.eliminate_lead
-- 'FiniteLeadSelfEnergy.eliminate_lead' depends on axioms: [propext, Classical.choice, Quot.sound]
#print axioms FiniteLeadSelfEnergy.selfEnergy_diverges_of_odd
-- 'FiniteLeadSelfEnergy.selfEnergy_diverges_of_odd' depends on axioms: [propext, Classical.choice, Quot.sound]
```
